# Every positive-definite integer cell metric has a reduced cell of least trace

Before choosing a k-point mesh or searching for neighbours across periodic boundaries, a calculation may replace a long, skewed primitive cell by a compact one that spans the same lattice. For metrics with integer entries, the result below guarantees that such a cell exists: its axes are ordered by length, its scalar products are bounded, and the sum of its squared edge lengths is the least that any integer basis change of determinant one can reach.

In Lean 4 with Mathlib:

```lean
import Mathlib

open Matrix

namespace LatticeCellReduction
```

## The metric under a change of basis

Let $a,b,c$ be the cell vectors, numbered $0,1,2$, and let $G$ be the matrix of their scalar products. If the columns of an integer matrix $P$ are the new vectors expressed in the old ones, the new metric is
$$G' = P^{\mathsf T} G P .$$
When $\det P=1$, the inverse of $P$ is also an integer matrix, so old and new vectors span the same lattice, with the same handedness.

```lean
/-- The metric of a crystal cell after a change of basis; the columns of `P` are the new
basis vectors expressed in the old ones. -/
def cellChange (P G : Matrix (Fin 3) (Fin 3) ℤ) : Matrix (Fin 3) (Fin 3) ℤ := Pᵀ * G * P
```

A lattice vector with integer coordinates $x$ has squared length $x^{\mathsf T}Gx$. A cell metric is symmetric and gives every nonzero lattice vector a positive squared length. For integer matrices this agrees with positive definiteness over the reals. Integer entries mean that squared lengths and scalar products are measured in a common unit. Rational metrics can be scaled to this form, but general real ones cannot.

```lean
/-- An integer Gram matrix of a cell: symmetric, with positive squared length for every
nonzero lattice vector. -/
structure IsCellGram (G : Matrix (Fin 3) (Fin 3) ℤ) : Prop where
  symm : Gᵀ = G
  pos : ∀ x : Fin 3 → ℤ, x ≠ 0 → 0 < x ⬝ᵥ G *ᵥ x
```

Write $A=G_{00}$, $B=G_{11}$, $C=G_{22}$ for the squared lengths, and
$$\xi=2G_{12}=2\,b\cdot c,\qquad \eta=2G_{02}=2\,a\cdot c,\qquad \zeta=2G_{01}=2\,a\cdot b .$$

```lean
/-- Twice the scalar product of the cell vectors b and c. -/
def xi (G : Matrix (Fin 3) (Fin 3) ℤ) : ℤ := 2 * G 1 2

/-- Twice the scalar product of the cell vectors a and c. -/
def eta (G : Matrix (Fin 3) (Fin 3) ℤ) : ℤ := 2 * G 0 2

/-- Twice the scalar product of the cell vectors a and b. -/
def zeta (G : Matrix (Fin 3) (Fin 3) ℤ) : ℤ := 2 * G 0 1
```

## Six conditions for a reduced cell

A cell is called reduced here if
$$A\le B\le C,\quad |\xi|\le B,\quad |\eta|\le A,\quad |\zeta|\le A,\quad A+B+\xi+\eta+\zeta\ge 0 .$$
The last condition says that the body diagonal $a+b+c$ is no shorter than $c$, because $|a+b+c|^2=A+B+C+\xi+\eta+\zeta$.

```lean
/-- The reduction conditions: ordered squared lengths, three bounds on the scalar products,
and one condition on the body diagonal. -/
structure IsReduced (G : Matrix (Fin 3) (Fin 3) ℤ) : Prop where
  ab : G 0 0 ≤ G 1 1
  bc : G 1 1 ≤ G 2 2
  xi_le : |xi G| ≤ G 1 1
  eta_le : |eta G| ≤ G 0 0
  zeta_le : |zeta G| ≤ G 0 0
  body : 0 ≤ G 0 0 + G 1 1 + xi G + eta G + zeta G
```

These conditions do not single out one cell. The Niggli cell, which serves to compare structures, obeys further sign and tie-breaking rules, and no uniqueness is claimed here.

The definition could also have required that none of the four vectors $c\pm a\pm b$ be shorter than $c$. That version is stricter. The metric with $A=B=C=10$, $a\cdot b=b\cdot c=4$ and $a\cdot c=-4$ meets the six conditions above, yet $a-b+c$ has squared length $30-24=6$. Being reduced in the present sense therefore does not by itself make the trace minimal, which is why the main theorem states minimality separately.

## Shears and their composition

The proof uses two kinds of shear. One replaces $c$ by $c+ma+nb$, the other replaces $b$ by $b+ma$, with integers $m,n$. Both matrices are upper triangular with ones on the diagonal, so their determinant is one.

```lean
/-- The shear that replaces c by c + m a + n b. -/
def shearC (m n : ℤ) : Matrix (Fin 3) (Fin 3) ℤ := !![1, 0, m; 0, 1, n; 0, 0, 1]

/-- The shear that replaces b by b + m a. -/
def shearB (m : ℤ) : Matrix (Fin 3) (Fin 3) ℤ := !![1, m, 0; 0, 1, 0; 0, 0, 1]
```

Changing the basis by $P$ and then by $S$ gives
$$S^{\mathsf T}(P^{\mathsf T}GP)S=(PS)^{\mathsf T}G(PS),$$
so successive changes multiply from the left to the right.

```lean
/-- Two successive changes of basis act on the metric as their product. -/
theorem cellChange_comp (P S G : Matrix (Fin 3) (Fin 3) ℤ) :
    cellChange S (cellChange P G) = cellChange (P * S) G := by
  simp only [cellChange, Matrix.transpose_mul, Matrix.mul_assoc]
```

A change of determinant one also preserves the properties of a cell metric. Symmetry follows by transposing $P^{\mathsf T}GP$. For positivity, take $x\neq0$. Then $Px\ne0$, since $\det P\neq 0$, and
$$x^{\mathsf T}(P^{\mathsf T}GP)x=(Px)^{\mathsf T}G(Px)>0 .$$
The rewriting steps in the second half of the proof carry out this regrouping.

```lean
/-- A change of basis with determinant one turns a cell metric into a cell metric. -/
theorem isCellGram_cellChange {P G : Matrix (Fin 3) (Fin 3) ℤ} (hG : IsCellGram G)
    (hP : P.det = 1) : IsCellGram (cellChange P G) := by
  refine ⟨?_, fun x hx => ?_⟩
  · simp only [cellChange, Matrix.transpose_mul, Matrix.transpose_transpose, hG.symm,
      Matrix.mul_assoc]
  · -- the new squared length of x is the old squared length of P x
    have hPx : P *ᵥ x ≠ 0 := fun h =>
      hx (Matrix.eq_zero_of_mulVec_eq_zero (by rw [hP]; exact one_ne_zero) h)
    have h := hG.pos _ hPx
    unfold cellChange
    rw [← Matrix.mulVec_mulVec, ← Matrix.mulVec_mulVec, Matrix.dotProduct_mulVec,
      Matrix.vecMul_transpose]
    exact h
```

## A violated bound lets a shear lower the trace

The trace $A+B+C$ is the sum of the squared edge lengths. Under the first shear only $C$ changes on the diagonal:
$$|c+ma+nb|^2 = C+m^2A+n^2B+mn\,\zeta+m\,\eta+n\,\xi .$$
Under the second only $B$ changes:
$$|b+ma|^2=B+m^2A+m\,\zeta .$$

Suppose $|\xi|>B$. If $\xi>B$, take $m=0$, $n=-1$, and the trace changes by $B-\xi<0$. If $-\xi>B$, take $n=1$, and it changes by $B+\xi<0$. The same choice of sign deals with $|\eta|>A$ through the first shear with $n=0$, and with $|\zeta|>A$ through the second. If the body condition fails, $m=n=1$ changes the trace by $A+B+\xi+\eta+\zeta<0$.

In the proof, `hC` and `hB` are the two trace formulas, where symmetry of $G$ identifies the entries below the diagonal with those above. `lt_abs` splits each absolute value into its two signs, and `linarith` checks the resulting inequality. Positivity of $G$ is not used.

```lean
/-- If a symmetric metric violates one of the three bounds on the scalar products or the
body-diagonal condition, a shear with coefficients 0, 1 or -1 strictly lowers the trace. -/
theorem violated_shear_lowers_trace {G : Matrix (Fin 3) (Fin 3) ℤ} (hG : Gᵀ = G) :
    (G 1 1 < |xi G| → ∃ n : ℤ, (n = 1 ∨ n = -1) ∧
      (cellChange (shearC 0 n) G).trace < G.trace) ∧
    (G 0 0 < |eta G| → ∃ m : ℤ, (m = 1 ∨ m = -1) ∧
      (cellChange (shearC m 0) G).trace < G.trace) ∧
    (G 0 0 < |zeta G| → ∃ m : ℤ, (m = 1 ∨ m = -1) ∧
      (cellChange (shearB m) G).trace < G.trace) ∧
    (G 0 0 + G 1 1 + xi G + eta G + zeta G < 0 →
      (cellChange (shearC 1 1) G).trace < G.trace) := by
  have h10 : G 1 0 = G 0 1 := congrFun (congrFun hG 0) 1
  have h20 : G 2 0 = G 0 2 := congrFun (congrFun hG 0) 2
  have h21 : G 2 1 = G 1 2 := congrFun (congrFun hG 1) 2
  -- exact change of the trace under the two kinds of shear
  have hC : ∀ m n : ℤ, (cellChange (shearC m n) G).trace =
      G.trace + m ^ 2 * G 0 0 + n ^ 2 * G 1 1 + m * n * zeta G + m * eta G + n * xi G := by
    intro m n
    simp [cellChange, shearC, xi, eta, zeta, Matrix.trace_fin_three, Matrix.mul_apply,
      Fin.sum_univ_three]
    linear_combination m * n * h10 + m * h20 + n * h21
  have hB : ∀ m : ℤ, (cellChange (shearB m) G).trace =
      G.trace + m ^ 2 * G 0 0 + m * zeta G := by
    intro m
    simp [cellChange, shearB, zeta, Matrix.trace_fin_three, Matrix.mul_apply,
      Fin.sum_univ_three]
    linear_combination m * h10
  refine ⟨fun h => ?_, fun h => ?_, fun h => ?_, fun h => ?_⟩
  · rcases lt_abs.mp h with h | h
    · exact ⟨-1, Or.inr rfl, by rw [hC]; linarith⟩
    · exact ⟨1, Or.inl rfl, by rw [hC]; linarith⟩
  · rcases lt_abs.mp h with h | h
    · exact ⟨-1, Or.inr rfl, by rw [hC]; linarith⟩
    · exact ⟨1, Or.inl rfl, by rw [hC]; linarith⟩
  · rcases lt_abs.mp h with h | h
    · exact ⟨-1, Or.inr rfl, by rw [hB]; linarith⟩
    · exact ⟨1, Or.inl rfl, by rw [hB]; linarith⟩
  · rw [hC]; linarith
```

## Ordering the axes

Permuting the axes permutes $A,B,C$ and keeps their sum. An odd permutation has determinant $-1$, but reversing all three vectors as well restores determinant $+1$ and leaves every squared length alone. Three even permutations and three odd ones with reversed signs therefore cover all orderings of the lengths.

The proof lists these six matrices. After `simp` has computed their determinants and the new diagonals, `omega` confirms that at least one of them puts the three integers in order.

```lean
/-- The axes of a cell can be ordered by length with a determinant-one change of basis that
keeps the trace. -/
theorem exists_sorted_cell (G : Matrix (Fin 3) (Fin 3) ℤ) :
    ∃ R : Matrix (Fin 3) (Fin 3) ℤ, R.det = 1 ∧
      cellChange R G 0 0 ≤ cellChange R G 1 1 ∧ cellChange R G 1 1 ≤ cellChange R G 2 2 ∧
      (cellChange R G).trace = G.trace := by
  -- it suffices to find a signed permutation for each of the six orderings
  have key : ∃ R ∈ [!![1, 0, 0; 0, 1, 0; 0, 0, 1], !![-1, 0, 0; 0, 0, -1; 0, -1, 0],
      !![0, 1, 0; 0, 0, 1; 1, 0, 0], !![0, -1, 0; -1, 0, 0; 0, 0, -1],
      !![0, 0, 1; 1, 0, 0; 0, 1, 0], (!![0, 0, -1; 0, -1, 0; -1, 0, 0] :
      Matrix (Fin 3) (Fin 3) ℤ)], R.det = 1 ∧
      cellChange R G 0 0 ≤ cellChange R G 1 1 ∧ cellChange R G 1 1 ≤ cellChange R G 2 2 ∧
      (cellChange R G).trace = G.trace := by
    simp [cellChange, Matrix.det_fin_three, Matrix.trace_fin_three, Matrix.mul_apply,
      Fin.sum_univ_three]
    omega
  obtain ⟨R, -, hR⟩ := key
  exact ⟨R, hR⟩
```

## A cell of least trace

Each diagonal entry of a cell metric is the squared length of a basis vector, hence positive. The traces reached by changes of determinant one are thus non-negative integers. The set of these traces is not empty, as $P=1$ gives the trace of $G$ itself, so it has a least element.

`hnn` supplies the non-negativity by testing the metric on unit coordinate vectors, and `Nat.find` selects the least trace. This is where integer entries matter: a set of positive real numbers need not contain its infimum, so real metrics would call for another existence argument.

```lean
/-- Among all cells reached by determinant-one changes of basis, one has the least trace. -/
theorem exists_minimal_trace {G : Matrix (Fin 3) (Fin 3) ℤ} (hG : IsCellGram G) :
    ∃ P : Matrix (Fin 3) (Fin 3) ℤ, P.det = 1 ∧ ∀ Q : Matrix (Fin 3) (Fin 3) ℤ,
      Q.det = 1 → (cellChange P G).trace ≤ (cellChange Q G).trace := by
  classical
  have hnn : ∀ Q : Matrix (Fin 3) (Fin 3) ℤ, Q.det = 1 → 0 ≤ (cellChange Q G).trace := by
    intro Q hQ
    refine Finset.sum_nonneg fun i _ => ?_
    have h := (isCellGram_cellChange hG hQ).pos (Pi.single i 1) (by simp)
    have h' : 0 < cellChange Q G i i := by simpa using h
    exact h'.le
  -- the traces are natural numbers, so a least one exists
  have hne : ∃ n : ℕ, ∃ P : Matrix (Fin 3) (Fin 3) ℤ,
      P.det = 1 ∧ (cellChange P G).trace = (n : ℤ) :=
    ⟨_, 1, Matrix.det_one, (Int.toNat_of_nonneg (hnn 1 Matrix.det_one)).symm⟩
  obtain ⟨P, hP, hn⟩ := Nat.find_spec hne
  refine ⟨P, hP, fun Q hQ => ?_⟩
  have hq := Int.toNat_of_nonneg (hnn Q hQ)
  have hle := Nat.find_min' hne ⟨Q, hQ, hq.symm⟩
  rw [hn, ← hq]
  exact_mod_cast hle
```

## The least trace forces reduction

Choose $P$ with least trace, then choose $R$ to sort the axes of the resulting cell. The product $PR$ has determinant one, and its cell
$$H=(PR)^{\mathsf T}G(PR)$$
has the same least trace. If $H$ violated one of the three bounds on the scalar products or the body condition, some shear $S$ would give
$$\operatorname{tr}(S^{\mathsf T}HS)<\operatorname{tr}H .$$
But $S^{\mathsf T}HS$ is reached from $G$ by $PRS$, also of determinant one, which contradicts minimality. So $H$ satisfies all six conditions.

The theorem reads as follows: for every `G` with `IsCellGram G` there is an integer matrix `P` of determinant one such that the new metric is again a cell metric, is reduced, and has a trace no greater than that of any competitor `Q` of determinant one. The matrix called `P` in the statement is the product `P * R` of the proof. `hlow` expresses that no further change can lower the trace, and each `by_contra` turns one violated condition into a forbidden shear.

```lean
/-- Every positive-definite integer cell metric is carried by a determinant-one integer change
of basis to a reduced one, whose trace is the least among all such changes. -/
theorem exists_reduced_cell {G : Matrix (Fin 3) (Fin 3) ℤ} (hG : IsCellGram G) :
    ∃ P : Matrix (Fin 3) (Fin 3) ℤ, P.det = 1 ∧ IsCellGram (cellChange P G) ∧
      IsReduced (cellChange P G) ∧ ∀ Q : Matrix (Fin 3) (Fin 3) ℤ,
        Q.det = 1 → (cellChange P G).trace ≤ (cellChange Q G).trace := by
  obtain ⟨P, hP, hmin⟩ := exists_minimal_trace hG
  obtain ⟨R, hR, h01, h12, htr⟩ := exists_sorted_cell (cellChange P G)
  rw [cellChange_comp] at h01 h12 htr
  have hPR : (P * R).det = 1 := by rw [Matrix.det_mul, hP, hR, one_mul]
  have hH := isCellGram_cellChange hG hPR
  -- no further shear can lower the trace of the sorted minimal cell
  have hlow : ∀ S : Matrix (Fin 3) (Fin 3) ℤ, S.det = 1 →
      ¬ (cellChange S (cellChange (P * R) G)).trace < (cellChange (P * R) G).trace := by
    intro S hS
    rw [htr, cellChange_comp]
    exact not_lt_of_ge (hmin _ (by rw [Matrix.det_mul, hPR, hS, one_mul]))
  have dC : ∀ m n : ℤ, (shearC m n).det = 1 := fun m n => by
    simp [shearC, Matrix.det_fin_three]
  have dB : ∀ m : ℤ, (shearB m).det = 1 := fun m => by
    simp [shearB, Matrix.det_fin_three]
  obtain ⟨v1, v2, v3, v4⟩ := violated_shear_lowers_trace hH.symm
  refine ⟨P * R, hPR, hH, ⟨h01, h12, ?_, ?_, ?_, ?_⟩, fun Q hQ => ?_⟩
  · by_contra h
    obtain ⟨n, -, hn⟩ := v1 (not_le.mp h)
    exact hlow _ (dC 0 n) hn
  · by_contra h
    obtain ⟨m, -, hm⟩ := v2 (not_le.mp h)
    exact hlow _ (dC m 0) hm
  · by_contra h
    obtain ⟨m, -, hm⟩ := v3 (not_le.mp h)
    exact hlow _ (dB m) hm
  · by_contra h
    exact hlow _ (dC 1 1) (v4 (not_le.mp h))
  · rw [htr]
    exact hmin Q hQ
```

The proof selects a minimum and does not run a reduction procedure. Alternating sorting with the trace-lowering shears does terminate, since a positive integer cannot decrease forever, but it may stop at a reduced cell whose trace is not the least, as the metric with diagonal entries $10$ shows.

## Cell angles between 60° and 120°

Let $u$ be a scalar product of two cell vectors with squared lengths $p\le q$, and suppose $|2u|\le p$. Then $(p-2u)(p+2u)\ge0$ gives $4u^2\le p^2$, and $p\ge0$ with $p\le q$ gives $p^2\le pq$. Hence
$$4u^2\le pq .$$
In a cell with positive lengths, the angle $\theta$ between the two vectors satisfies $\cos^2\theta=u^2/(pq)\le\tfrac14$, so $60^\circ\le\theta\le120^\circ$.

The theorem states the integer inequality for all three pairs. Its `key` is the argument just given, and `nlinarith` receives the two products as hints.

```lean
/-- In a reduced cell, four times the square of each scalar product of two cell vectors is at
most the product of their squared lengths. -/
theorem reduced_angle_bounds {G : Matrix (Fin 3) (Fin 3) ℤ} (h : IsReduced G) :
    4 * G 0 1 ^ 2 ≤ G 0 0 * G 1 1 ∧ 4 * G 0 2 ^ 2 ≤ G 0 0 * G 2 2 ∧
      4 * G 1 2 ^ 2 ≤ G 1 1 * G 2 2 := by
  -- if twice u is at most p in size and p ≤ q, then 4 u² ≤ p² ≤ p q
  have key : ∀ u p q : ℤ, |2 * u| ≤ p → p ≤ q → 4 * u ^ 2 ≤ p * q := by
    intro u p q hu hpq
    have hp : 0 ≤ p := (abs_nonneg _).trans hu
    obtain ⟨h1, h2⟩ := abs_le.mp hu
    nlinarith [mul_nonneg (sub_nonneg.mpr h2) (by linarith : 0 ≤ p + 2 * u),
      mul_nonneg hp (sub_nonneg.mpr hpq)]
  exact ⟨key _ _ _ h.zeta_le h.ab, key _ _ _ h.eta_le (h.ab.trans h.bc),
    key _ _ _ h.xi_le h.bc⟩
```

## The face-centred cubic cell attains the bound

With half the cubic edge as the unit of length, the primitive vectors $(0,1,1)$, $(1,0,1)$, $(1,1,0)$ have squared length $2$ and mutual scalar products $1$.

```lean
/-- The metric of the primitive face-centred cubic cell, scaled to squared edge length two. -/
def fccGram : Matrix (Fin 3) (Fin 3) ℤ := !![2, 1, 1; 1, 2, 1; 1, 1, 2]
```

The squared length of a lattice vector is
$$x^{\mathsf T}Gx=(x_0+x_1)^2+(x_1+x_2)^2+(x_0+x_2)^2 .$$
If it is not positive, all three sums vanish, and then $x_0=x_1=x_2=0$. The metric is therefore positive on nonzero vectors. It is reduced because $A=B=C=\xi=\eta=\zeta=2$. For $a$ and $b$ the angle bound becomes $4\cdot1^2=2\cdot2$, an equality, which corresponds to an angle of exactly $60^\circ$.

```lean
/-- The primitive face-centred cubic cell is a reduced cell, and its vectors a and b attain
equality in the angle bound. -/
theorem fccGram_witness : IsCellGram fccGram ∧ IsReduced fccGram ∧
    4 * fccGram 0 1 ^ 2 = fccGram 0 0 * fccGram 1 1 := by
  refine ⟨⟨?_, fun x hx => ?_⟩, ?_, ?_⟩
  · ext i j
    fin_cases i <;> fin_cases j <;> rfl
  · -- the squared length is a sum of three squares
    have key : x ⬝ᵥ fccGram *ᵥ x = (x 0 + x 1) ^ 2 + (x 1 + x 2) ^ 2 + (x 0 + x 2) ^ 2 := by
      simp [fccGram, dotProduct, Matrix.mulVec, Fin.sum_univ_three]
      ring
    rw [key]
    by_contra hn
    have s1 := sq_nonneg (x 0 + x 1)
    have s2 := sq_nonneg (x 1 + x 2)
    have s3 := sq_nonneg (x 0 + x 2)
    have e1 : x 0 + x 1 = 0 := (pow_eq_zero_iff two_ne_zero).mp (by linarith)
    have e2 : x 1 + x 2 = 0 := (pow_eq_zero_iff two_ne_zero).mp (by linarith)
    have e3 : x 0 + x 2 = 0 := (pow_eq_zero_iff two_ne_zero).mp (by linarith)
    have z0 : x 0 = 0 := by omega
    have z1 : x 1 = 0 := by omega
    have z2 : x 2 = 0 := by omega
    apply hx
    ext i
    fin_cases i
    exacts [z0, z1, z2]
  · constructor <;> simp [fccGram, xi, eta, zeta]
  · simp [fccGram]

end LatticeCellReduction
```

```lean
#print axioms LatticeCellReduction.exists_reduced_cell
-- 'LatticeCellReduction.exists_reduced_cell' depends on axioms: [propext, Classical.choice, Quot.sound]
#print axioms LatticeCellReduction.reduced_angle_bounds
-- 'LatticeCellReduction.reduced_angle_bounds' depends on axioms: [propext, Classical.choice, Quot.sound]
```
